# Jacobi momenta remove the kinetic coupling between a Rydberg electron and its core

An atom in a Rydberg state has one electron far outside a compact core, which consists of the nucleus and the remaining electrons. In the centre-of-mass frame the nucleus carries the opposite of the total electronic momentum. Its kinetic energy therefore contains products of the momenta of different electrons. These products are the mass-polarization terms, the source of the specific mass shift, and some of them tie the distant electron to the core. Can a change of momentum variables remove that tie from the kinetic energy?

## The cross term and the shift that cancels it

Let the core have n electrons of mass m > 0 and a nucleus of mass M > 0. The core electrons have momenta p_i, and the Rydberg electron, also of mass m, has momentum q. All sums run over the core electrons. The kinetic energy is

T = (∑ ‖p_i‖² + ‖q‖²)/(2m) + ‖∑ p_i + q‖²/(2M).

The last term contains the coupling ⟨∑ p_i, q⟩/M. Take a real number c, introduce new core momenta k_i by p_i = k_i − c q, and write K = ∑ k_i. Expanding each square and summing gives

∑ ‖p_i‖² = ∑ ‖k_i‖² − 2c⟨K, q⟩ + nc²‖q‖².

The total electronic momentum is

∑ p_i + q = K + (1 − nc)q,

and its square is

‖K‖² + 2(1 − nc)⟨K, q⟩ + (1 − nc)²‖q‖².

Inserting both into T and collecting terms gives

T = T_core + [(1 − nc)/M − c/m]⟨K, q⟩ + [nc²/m + 1/m + (1 − nc)²/M]‖q‖²/2,

where

T_core = ∑ ‖k_i‖²/(2m) + ‖K‖²/(2M)

is the kinetic energy, in its own rest frame, of a core whose electrons have momenta k_i there. For the value of c chosen next, the k_i are the rest-frame momenta of the actual core electrons.

Let Mc = M + nm be the core mass and choose c = m/Mc. Then 1 − nc = M/Mc, and the coefficient of ⟨K, q⟩ becomes 1/Mc − 1/Mc = 0. In the last bracket, the two terms other than 1/m add up to

nm/Mc² + M/Mc² = 1/Mc.

Hence

T = T_core + (1/m + 1/Mc)‖q‖²/2.

The Rydberg electron now moves with the reduced mass of an electron and a core. Mass polarization among the core electrons remains, inside ‖K‖²/(2M). Only the Rydberg electron is given a Jacobi coordinate here, while the core electrons keep their positions relative to the nucleus. A full set of Jacobi momenta would remove the cross terms within the core as well.

For a numerical instance in one dimension, take n = 1, m = 1, M = 3, k = 3 and q = 4. Then Mc = 4, c = 1/4 and p = 2. The original expression gives (4 + 16)/2 + 36/6 = 16. The separated one gives 9/2 + 9/6 = 6 for the core and (5/4)·16/2 = 10 for the Rydberg electron, again 16 in total.

## Momenta, masses and energies in Lean

The core electrons are labelled by a finite type `ι`, so n is `Fintype.card ι`. Momenta are vectors in a real inner-product space `E`. Ordinary three-dimensional space is one case, and no dimension is fixed.

```lean
import Mathlib

open Finset

namespace RydbergMassPolarization

noncomputable section

variable {ι : Type*} [Fintype ι]
variable {E : Type*} [NormedAddCommGroup E] [InnerProductSpace ℝ E]
```

The first definition is T_core. Its second term is the recoil of the nucleus against the core electrons alone.

```lean
/-- Kinetic energy of the core: electrons of mass `m` with momenta `k i`, and a nucleus of
mass `M` that recoils with the opposite of their total momentum. -/
def coreKinetic (m M : ℝ) (k : ι → E) : ℝ :=
  (∑ i, ‖k i‖ ^ 2) / (2 * m) + ‖∑ i, k i‖ ^ 2 / (2 * M)
```

The energy of the whole atom adds the Rydberg momentum in both places. The centre-of-mass frame is built into this definition: the nuclear momentum is not a separate variable.

```lean
/-- Kinetic energy of the whole atom in its centre-of-mass frame: core electrons with momenta
`p i`, a Rydberg electron with momentum `q`, and the recoiling nucleus. -/
def atomKinetic (m M : ℝ) (p : ι → E) (q : E) : ℝ :=
  ((∑ i, ‖p i‖ ^ 2) + ‖q‖ ^ 2) / (2 * m) + ‖(∑ i, p i) + q‖ ^ 2 / (2 * M)
```

The core mass depends on the label type only through the number of its elements.

```lean
/-- Mass of the core: the nucleus together with the core electrons labelled by `ι`. -/
def coreMass (ι : Type*) [Fintype ι] (m M : ℝ) : ℝ := M + (Fintype.card ι : ℝ) * m
```

The function `shifted c k q` returns the momenta p_i = k_i − c q. The same fraction `c` is taken from every core electron.

```lean
/-- Core momenta from which a fraction `c` of the Rydberg momentum `q` is subtracted. -/
def shifted (c : ℝ) (k : ι → E) (q : E) : ι → E := fun i => k i - c • q
```

## The energy for an arbitrary shift

The first lemma is the expansion of ∑ ‖p_i‖². The auxiliary statement `h` expands the square for one electron, and `simp only` then distributes the sum over the three terms, writes the inner product with ∑ k_i as a sum of inner products, and turns the constant term into a multiple of n.

```lean
/-- The sum of the squared shifted momenta, expanded in the core momenta and the Rydberg
momentum. -/
theorem sum_norm_sq_shifted (c : ℝ) (k : ι → E) (q : E) :
    ∑ i, ‖shifted c k q i‖ ^ 2 =
      (∑ i, ‖k i‖ ^ 2) - 2 * c * inner ℝ (∑ i, k i) q
        + (Fintype.card ι : ℝ) * c ^ 2 * ‖q‖ ^ 2 := by
  have h : ∀ i, ‖shifted c k q i‖ ^ 2 =
      ‖k i‖ ^ 2 - 2 * c * inner ℝ (k i) q + c ^ 2 * ‖q‖ ^ 2 := by
    intro i
    unfold shifted
    rw [norm_sub_sq_real, inner_smul_right, norm_smul, mul_pow, Real.norm_eq_abs, sq_abs]
    ring
  simp only [h, sum_add_distrib, sum_sub_distrib, ← mul_sum, sum_inner, sum_const,
    card_univ, nsmul_eq_mul]
  ring
```

The next theorem is the general formula for T. Inside it, `hs` is the identity for the total electronic momentum. The norm square of that sum is expanded as above, and `ring` collects the terms.

```lean
/-- Kinetic energy of the atom for an arbitrary shift `c`: the core energy, a coupling between the
sum of the core-electron momenta `k i` and the Rydberg momentum, and a term quadratic in the latter.
-/
theorem atomKinetic_shifted (m M c : ℝ) (k : ι → E) (q : E) :
    atomKinetic m M (shifted c k q) q =
      coreKinetic m M k
        + ((1 - (Fintype.card ι : ℝ) * c) / M - c / m) * inner ℝ (∑ i, k i) q
        + ((Fintype.card ι : ℝ) * c ^ 2 / m + 1 / m
            + (1 - (Fintype.card ι : ℝ) * c) ^ 2 / M) * ‖q‖ ^ 2 / 2 := by
  -- the nucleus recoils against the total electronic momentum
  have hs : (∑ i, shifted c k q i) + q =
      (∑ i, k i) + (1 - (Fintype.card ι : ℝ) * c) • q := by
    simp only [shifted, sum_sub_distrib, sum_const, card_univ]
    rw [← Nat.cast_smul_eq_nsmul ℝ]
    module
  unfold atomKinetic coreKinetic
  rw [sum_norm_sq_shifted, hs, norm_add_sq_real, inner_smul_right, norm_smul, mul_pow,
    Real.norm_eq_abs, sq_abs]
  ring
```

## Separation at the Jacobi value

The main theorem says that for positive masses, every assignment of core momenta `k` and every `q`, the atomic energy at the shifted momenta equals the core energy plus (1/m + 1/Mc)‖q‖²/2. It holds for an empty core too, where it reduces to the reduced-mass formula for hydrogen.

The proof writes D for the core mass and keeps two facts about it: D is nonzero, and nm + M = D. The statement `h0` is 1 − nc = M/D, `h1` is the vanishing of the coupling coefficient, and `h2` is the sum of the recoil terms to 1/D. The last line multiplies `h1` by ⟨K, q⟩ and `h2` by ‖q‖²/2, and adds them.

```lean
/-- In Jacobi momenta, where each core electron gives up the fraction `m / Mc` of the Rydberg
momentum, the kinetic energy is that of the core plus that of a Rydberg electron whose inverse
reduced mass is `1 / m + 1 / Mc`, with `Mc` the core mass. -/
theorem atomKinetic_jacobi {m M : ℝ} (hm : 0 < m) (hM : 0 < M) (k : ι → E) (q : E) :
    atomKinetic m M (shifted (m / coreMass ι m M) k q) q =
      coreKinetic m M k + (1 / m + 1 / coreMass ι m M) * ‖q‖ ^ 2 / 2 := by
  have hD : coreMass ι m M ≠ 0 := by
    unfold coreMass
    positivity
  have hm0 := hm.ne'
  have hM0 := hM.ne'
  have e : (Fintype.card ι : ℝ) * m + M = coreMass ι m M := by
    unfold coreMass
    ring
  rw [atomKinetic_shifted]
  generalize coreMass ι m M = D at hD e ⊢
  have h0 : 1 - (Fintype.card ι : ℝ) * (m / D) = M / D := by
    rw [eq_div_iff hD, sub_mul, mul_assoc, div_mul_cancel₀ _ hD]
    linarith
  -- the core-Rydberg coupling cancels
  have h1 : M / D / M - m / D / m = 0 := by
    have a : M / D / M = 1 / D := by field_simp
    have b : m / D / m = 1 / D := by field_simp
    rw [a, b, sub_self]
  -- the recoil terms combine to the inverse core mass
  have h2 : (Fintype.card ι : ℝ) * (m / D) ^ 2 / m + (M / D) ^ 2 / M = 1 / D := by
    calc (Fintype.card ι : ℝ) * (m / D) ^ 2 / m + (M / D) ^ 2 / M
        = ((Fintype.card ι : ℝ) * m + M) / D ^ 2 := by field_simp
      _ = 1 / D := by
        rw [e]
        field_simp
  rw [h0]
  linear_combination (inner ℝ (∑ i, k i) q) * h1 + (‖q‖ ^ 2 / 2) * h2
```

The identity concerns vectors and real numbers. It carries over to non-relativistic quantum mechanics in the momentum representation, where the kinetic energy acts by multiplication with this function. The interaction energy is not part of the model.

## Uniqueness of the shift

The value m/Mc is also forced, within the family of shifts considered here. Suppose that for some c the energy equals T_core plus a function f(q), for all core momenta and all q. Choose a nonzero q and compare two cores, one with k_i = q for every i and one with k_i = 0. The term f(q) is the same in both, so subtraction leaves

[(1 − nc)/M − c/m] · n‖q‖² = 0.

With n > 0 and q ≠ 0 the bracket must vanish. This gives m(1 − nc) = cM, that is, c = m/Mc.

In the Lean proof `e1` and `e0` are the two energies, `hprod` is their difference after the general formula has been applied, and `hc` is the vanishing bracket. The reverse direction supplies f from the main theorem.

```lean
/-- With at least one core electron, the kinetic energy splits into the core energy and a
function of the Rydberg momentum alone exactly when the shift is `m / Mc`. -/
theorem decouples_iff [Nonempty ι] [Nontrivial E] {m M : ℝ} (hm : 0 < m) (hM : 0 < M)
    (c : ℝ) :
    (∃ f : E → ℝ, ∀ (k : ι → E) (q : E),
      atomKinetic m M (shifted c k q) q = coreKinetic m M k + f q) ↔
    c = m / coreMass ι m M := by
  constructor
  · rintro ⟨f, hf⟩
    obtain ⟨q, hq⟩ := exists_ne (0 : E)
    -- compare the choice `k i = q` for every core electron with the choice `k i = 0`
    have e1 := hf (fun _ => q) q
    have e0 := hf (fun _ => 0) q
    rw [atomKinetic_shifted] at e1 e0
    have s1 : inner ℝ (∑ _i : ι, q) q = (Fintype.card ι : ℝ) * ‖q‖ ^ 2 := by
      rw [sum_inner, sum_const, card_univ, nsmul_eq_mul, real_inner_self_eq_norm_sq]
    have s0 : inner ℝ (∑ _i : ι, (0 : E)) q = 0 := by simp
    rw [s1] at e1
    rw [s0] at e0
    have hprod : ((1 - (Fintype.card ι : ℝ) * c) / M - c / m)
        * ((Fintype.card ι : ℝ) * ‖q‖ ^ 2) = 0 := by
      linear_combination e1 - e0
    have hn : (0 : ℝ) < Fintype.card ι := by exact_mod_cast Fintype.card_pos
    have hq' : 0 < ‖q‖ := norm_pos_iff.mpr hq
    have hpos : (Fintype.card ι : ℝ) * ‖q‖ ^ 2 ≠ 0 := by positivity
    have hc := (mul_eq_zero.mp hprod).resolve_right hpos
    have hc' := sub_eq_zero.mp hc
    rw [div_eq_div_iff hM.ne' hm.ne'] at hc'
    have hD : coreMass ι m M ≠ 0 := by
      unfold coreMass
      positivity
    rw [eq_div_iff hD]
    unfold coreMass
    linear_combination -hc'
  · rintro rfl
    exact ⟨fun q => (1 / m + 1 / coreMass ι m M) * ‖q‖ ^ 2 / 2,
      fun k q => atomKinetic_jacobi hm hM k q⟩
```

The assumption `Nonempty ι` is needed. With no core electrons there is nothing to shift, and for m = M = 1 the energy is ‖q‖² whatever c is. The splitting then holds at c = 0, although m/Mc = 1. The assumption `Nontrivial E` supplies the nonzero q. The theorem compares only shifts that are proportional to q and equal for all core electrons; it does not classify more general changes of variables.

## The position that belongs to q

A change of momenta brings a change of positions with it. Let x_i and y be the positions of the core electrons and the Rydberg electron, measured from the nucleus. Substituting p_i = k_i − (m/Mc)q into the pairing of momenta with positions gives

∑ ⟨p_i, x_i⟩ + ⟨q, y⟩ = ∑ ⟨k_i, x_i⟩ + ⟨q, y − (m/Mc)∑ x_i⟩.

With the nucleus at the origin, (m/Mc)∑ x_i is the centre of mass of the core. So k_i stays paired with x_i, while q is paired with the Rydberg position relative to that centre of mass. This is the Jacobi coordinate of the outer electron.

The Lean proof expands both sides by linearity of the inner product. It needs no sign condition on the masses, because the identity holds for any fraction in place of m/Mc.

```lean
/-- With positions `x i` and `y` measured from the nucleus, the pairing of momenta with positions
keeps its form in Jacobi momenta when `y` is replaced by `y - (m / Mc) ∑ x i`, the Rydberg
position relative to the centre of mass of the core. -/
theorem pairing_jacobi (m M : ℝ) (k x : ι → E) (q y : E) :
    (∑ i, inner ℝ (shifted (m / coreMass ι m M) k q i) (x i)) + inner ℝ q y =
      (∑ i, inner ℝ (k i) (x i))
        + inner ℝ q (y - (m / coreMass ι m M) • ∑ i, x i) := by
  simp only [shifted, inner_sub_left, real_inner_smul_left, sum_sub_distrib, ← mul_sum,
    inner_sub_right, real_inner_smul_right, inner_sum]
  ring

end

end RydbergMassPolarization
```

```lean
#print axioms RydbergMassPolarization.atomKinetic_jacobi
#print axioms RydbergMassPolarization.decouples_iff
#print axioms RydbergMassPolarization.pairing_jacobi
```

```
'RydbergMassPolarization.atomKinetic_jacobi' depends on axioms: [propext, Classical.choice, Quot.sound]
'RydbergMassPolarization.decouples_iff' depends on axioms: [propext, Classical.choice, Quot.sound]
'RydbergMassPolarization.pairing_jacobi' depends on axioms: [propext, Classical.choice, Quot.sound]
```

In a non-relativistic calculation of Rydberg levels with point particles, these coordinates move the core–Rydberg recoil coupling out of the kinetic energy and into the Coulomb terms, where y has to be written as the Jacobi coordinate plus (m/Mc)∑ x_i. The specific mass shift of the level as a whole therefore need not vanish.
